# Local moments 1/3, −1/6 and 1/3 (in units of ħ) in the three-spin state (uud − 2 udu + duu)/√6

The theorem concerns one fixed state of three spins 1/2, (uud − 2 udu + duu)/√6, where u and d are spin up and down along z. It states that this state has norm 1 and that the expectation values of Sz on the first, central and last sites are 1/3, −1/6 and 1/3 in units of ħ. No Hamiltonian enters, so nothing is said about whether the state is a ground state. The proof replaces 1/√6 by a number `r`, keeping only the facts that `r * r = 1/6` and that `r` is its own complex conjugate. It then expands the finite sums with `simp` and tries to finish each of the four equations with `linear_combination`, using a multiple of `hr`.

As first written in Lean, the proof fails:

```lean
import Mathlib

open ComplexConjugate

namespace LinearSpinTrimer

noncomputable section

/-- A state of three spins 1/2, given by its amplitudes; index 0 is spin up, 1 is spin down. -/
abbrev State := Fin 2 → Fin 2 → Fin 2 → ℂ

/-- The spin-1/2 matrices for the x, y and z components, in units of ħ. -/
def spin : Fin 3 → Matrix (Fin 2) (Fin 2) ℂ :=
  ![!![0, 1/2; 1/2, 0], !![0, -Complex.I/2; Complex.I/2, 0], !![1/2, 0; 0, -1/2]]

/-- Component `α` of the spin on the first site. -/
def S1 (α : Fin 3) (ψ : State) : State := fun a b c => ∑ t, spin α a t * ψ t b c

/-- Component `α` of the spin on the central site. -/
def S2 (α : Fin 3) (ψ : State) : State := fun a b c => ∑ t, spin α b t * ψ a t c

/-- Component `α` of the spin on the last site. -/
def S3 (α : Fin 3) (ψ : State) : State := fun a b c => ∑ t, spin α c t * ψ a b t

/-- The Hermitian product of two states. -/
def braket (φ ψ : State) : ℂ := ∑ a, ∑ b, ∑ c, conj (φ a b c) * ψ a b c

/-- The product state with the given spin directions. -/
def ket (a b c : Fin 2) : State := fun a' b' c' => if a' = a ∧ b' = b ∧ c' = c then 1 else 0

/-- The state (uud - 2 udu + duu)/√6. -/
def trimer : State :=
  ((√6 : ℝ) : ℂ)⁻¹ • (ket 0 0 1 - (2 : ℂ) • ket 0 1 0 + ket 1 0 0)

/-- The state (uud - 2 udu + duu)/√6 is normalised, and its local moments ⟨Sz⟩ on the three
sites are 1/3, -1/6 and 1/3. -/
theorem trimer_moments :
    braket trimer trimer = 1 ∧ braket trimer (S1 2 trimer) = 1/3 ∧
      braket trimer (S2 2 trimer) = -1/6 ∧ braket trimer (S3 2 trimer) = 1/3 := by
  obtain ⟨r, hr, hc, ht⟩ : ∃ r : ℂ, r * r = 1/6 ∧ conj r = r ∧
      trimer = r • (ket 0 0 1 - (2 : ℂ) • ket 0 1 0 + ket 1 0 0) := by
    refine ⟨((√6 : ℝ) : ℂ)⁻¹, ?_, ?_, rfl⟩
    · rw [← mul_inv, ← Complex.ofReal_mul, Real.mul_self_sqrt (by norm_num)]
      norm_num
    · rw [map_inv₀, Complex.conj_ofReal]
  rw [ht]
  refine ⟨?_, ?_, ?_, ?_⟩ <;>
    simp [braket, S1, S2, S3, spin, ket, Fin.sum_univ_two, hc]
  · linear_combination 6 * hr
  · linear_combination 2 * hr
  · linear_combination -hr
  · linear_combination 2 * hr

end

end LinearSpinTrimer
```

The compiler's answer:

```
Main.lean:49:4: error: ring failed, ring expressions not equal
r : ℂ
hr : r * r = 1 / 6
hc : (starRingEnd ℂ) r = r
ht : trimer = r • (ket 0 0 1 - 2 • ket 0 1 0 + ket 1 0 0)
⊢ -(r ^ 2 * 4) + r ^ 2 * (starRingEnd ℂ) 2 * 2 = 0
Main.lean:50:4: error: ring failed, ring expressions not equal
r : ℂ
hr : r * r = 1 / 6
hc : (starRingEnd ℂ) r = r
ht : trimer = r • (ket 0 0 1 - 2 • ket 0 1 0 + ket 1 0 0)
⊢ -(r ^ 2 * 2) + r ^ 2 * (starRingEnd ℂ) 2 = 0
Main.lean:51:4: error: ring failed, ring expressions not equal
r : ℂ
hr : r * r = 1 / 6
hc : (starRingEnd ℂ) r = r
ht : trimer = r • (ket 0 0 1 - 2 • ket 0 1 0 + ket 1 0 0)
⊢ r ^ 2 * 2 - r ^ 2 * (starRingEnd ℂ) 2 = 0
Main.lean:52:4: error: ring failed, ring expressions not equal
r : ℂ
hr : r * r = 1 / 6
hc : (starRingEnd ℂ) r = r
ht : trimer = r • (ket 0 0 1 - 2 • ket 0 1 0 + ket 1 0 0)
⊢ -(r ^ 2 * 2) + r ^ 2 * (starRingEnd ℂ) 2 = 0
```

Cause. All four errors have the same cause. After `simp`, the goals still contain `(starRingEnd ℂ) 2`, the complex conjugate of the amplitude's factor 2. The `ring` step that ends `linear_combination` does not evaluate conjugation, so it treats this term as an unknown unrelated to 2. What is left over in each message is a multiple of `r ^ 2` times the difference between conj 2 and 2. That is zero, but `hr` says nothing about it, and `hc` covers only the conjugate of `r`.

The repair proves the missing fact as `h2 : conj (2 : ℂ) = 2`, using `Complex.conj_eq_iff_im` and the vanishing imaginary part of 2. Each `linear_combination` then adds the multiple of `h2` that cancels its remainder: `2 * r ^ 2` for the norm, `r ^ 2` for the two outer sites and `-r ^ 2` for the central one. The multiples of `hr` were already right and stay as they were.

Fix (accepted with no message):

```diff
@@ -44,11 +44,12 @@
       norm_num
     · rw [map_inv₀, Complex.conj_ofReal]
+  have h2 : conj (2 : ℂ) = 2 := Complex.conj_eq_iff_im.mpr (by simp)
   rw [ht]
   refine ⟨?_, ?_, ?_, ?_⟩ <;>
     simp [braket, S1, S2, S3, spin, ket, Fin.sum_univ_two, hc]
-  · linear_combination 6 * hr
-  · linear_combination 2 * hr
-  · linear_combination -hr
-  · linear_combination 2 * hr
+  · linear_combination 6 * hr + 2 * r ^ 2 * h2
+  · linear_combination 2 * hr + r ^ 2 * h2
+  · linear_combination -hr - r ^ 2 * h2
+  · linear_combination 2 * hr + r ^ 2 * h2
 
 end
```
